# The Pauli coupling of two spins one-half determines their exchange operator and their singlet and triplet projectors

**Q:** Two localised spins one-half interact through an isotropic Heisenberg term $J\,\mathbf s_1\cdot\mathbf s_2$, and the spectrum shows one singlet level and one threefold triplet level. With the spins measured in units of $\hbar$, so that each is half its Pauli matrices, the interaction is $JD/4$, with $D=\sum_a\sigma_a\otimes\sigma_a$. Does a file of $4\times4$ matrices really capture that splitting?

**A:** It captures the spin algebra behind it, for two isolated spins without orbital degrees of freedom. States are functions on `Fin 2 × Fin 2`, with index 0 for up and 1 for down; operators are complex matrices on the same pairs, and `⊗ₖ` is the Kronecker product. The Pauli index runs over 0, 1, 2 for $x,y,z$.

```lean
import Mathlib

open Matrix
open scoped Kronecker

namespace TwoCoupledSpins

noncomputable section

/-- Operators on the state space of two spins one-half. -/
abbrev PairOp := Matrix (Fin 2 × Fin 2) (Fin 2 × Fin 2) ℂ

/-- The three Pauli matrices, in the order x, y, z. -/
def pauli : Fin 3 → Matrix (Fin 2) (Fin 2) ℂ :=
  ![!![0, 1; 1, 0], !![0, -Complex.I; Complex.I, 0], !![1, 0; 0, -1]]

/-- The coupling `D = ∑ₐ σₐ ⊗ σₐ` of two spins. -/
def coupling : PairOp := ∑ a, pauli a ⊗ₖ pauli a
```

**Q:** If the exchange operator $P$ were defined as $(1+D)/2$, the identity $P=(1+D)/2$ would hold by definition and say nothing about swapping spins.

**A:** It is defined by its entries, without reference to $D$. The two candidate projectors are defined from $D$, and the singlet by its amplitudes $\pm1/\sqrt2$. `totalSpin a` is $S_a=\tfrac12(\sigma_a\otimes1+1\otimes\sigma_a)$.

```lean
/-- The operator that exchanges the two spins, given by its matrix entries. -/
def exchange : PairOp :=
  Matrix.of fun p q => if p.1 = q.2 ∧ p.2 = q.1 then 1 else 0

/-- The operator `(1 - D) / 4`. -/
def singletProj : PairOp := (1 / 4 : ℂ) • (1 - coupling)

/-- The operator `(3 + D) / 4`. -/
def tripletProj : PairOp := (1 / 4 : ℂ) • ((3 : ℂ) • 1 + coupling)

/-- The antisymmetric array of amplitudes of the singlet, before normalisation. -/
def antisym : Matrix (Fin 2) (Fin 2) ℂ := !![0, 1; -1, 0]

/-- The singlet state `(|↑↓⟩ - |↓↑⟩) / √2`. -/
def singlet : Fin 2 × Fin 2 → ℂ :=
  fun p => ((Real.sqrt 2 : ℝ) : ℂ)⁻¹ * antisym p.1 p.2

/-- Component `a` of the total spin, in units of ħ. -/
def totalSpin (a : Fin 3) : PairOp :=
  (1 / 2 : ℂ) • (pauli a ⊗ₖ 1 + 1 ⊗ₖ pauli a)
```

**Q:** Do those entries really exchange the spins?

**A:** Yes, in every state, entangled or not: $(P\psi)(i,j)=\psi(j,i)$. The proof checks the four components. Only spin labels are exchanged, so this is not the full exchange of two electrons, which would also involve their orbitals.

```lean
/-- The exchange operator interchanges the two spin labels of every state. -/
theorem exchange_mulVec (ψ : Fin 2 × Fin 2 → ℂ) (p : Fin 2 × Fin 2) :
    (exchange *ᵥ ψ) p = ψ (p.2, p.1) := by
  rcases p with ⟨i, j⟩
  fin_cases i <;> fin_cases j <;>
    simp [exchange, Matrix.mulVec, dotProduct, Fintype.sum_prod_type, Fin.sum_univ_two]
```

**Q:** How does $D$ come to be related to $P$?

**A:** Act on the basis. On $|\uparrow\uparrow\rangle$ the $x$ and $y$ terms give $|\downarrow\downarrow\rangle$ and $-|\downarrow\downarrow\rangle$, which cancel, and the $z$ term returns the state. On $|\uparrow\downarrow\rangle$ the $x$ and $y$ terms each give $|\downarrow\uparrow\rangle$, and the $z$ term gives $-|\uparrow\downarrow\rangle$. Flipping both spins gives the other two cases. Hence
$$D=2P-1,\qquad P=\tfrac12(1+D).$$
Lean compares all sixteen entries using `fin_cases`; `module` then does the linear rearrangement.

```lean
/-- The coupling is twice the exchange operator minus the identity. -/
theorem coupling_eq : coupling = (2 : ℂ) • exchange - 1 := by
  ext ⟨i, j⟩ ⟨k, l⟩
  fin_cases i <;> fin_cases j <;> fin_cases k <;> fin_cases l <;>
    simp [coupling, exchange, pauli, Fin.sum_univ_three] <;> norm_num

/-- The operator `(1 + D) / 2` exchanges the two spins. -/
theorem half_one_add_coupling : (1 / 2 : ℂ) • (1 + coupling) = exchange := by
  rw [coupling_eq]
  module
```

**Q:** And the quadratic relation?

**A:** Exchanging twice does nothing, so $P^2=1$ and
$$D^2=4P^2-4P+1=5-4P=5-2(1+D)=3-2D.$$
The proof establishes $P^2=1$ by entries and then expands the same product.

```lean
/-- The coupling satisfies the quadratic relation `D² = 3 - 2D`. -/
theorem coupling_sq : coupling * coupling = (3 : ℂ) • 1 - (2 : ℂ) • coupling := by
  -- exchanging the spins twice does nothing
  have h : exchange * exchange = 1 := by
    ext ⟨i, j⟩ ⟨k, l⟩
    fin_cases i <;> fin_cases j <;> fin_cases k <;> fin_cases l <;>
      simp [exchange, Matrix.mul_apply, Fintype.sum_prod_type, Fin.sum_univ_two]
  rw [coupling_eq]
  simp only [sub_mul, mul_sub, smul_mul_assoc, mul_smul_comm, h, mul_one, one_mul]
  module
```

**Q:** Now the projectors. What exactly is claimed?

**A:** Write $\Pi_s=(1-D)/4$ and $\Pi_t=(3+D)/4$. Their sum is 1, and the quadratic relation gives
$$\Pi_s^2=\frac{1-2D+D^2}{16}=\frac{4-4D}{16}=\Pi_s,$$
$$\Pi_t^2=\frac{9+6D+D^2}{16}=\frac{12+4D}{16}=\Pi_t,$$
$$\Pi_s\Pi_t=\frac{3-2D-D^2}{16}=0.$$
Both are Hermitian because the Pauli matrices are. Since $\operatorname{tr}D=0$, the traces are $4/4=1$ and $12/4=3$. Lean uses `coupling_sq` for the three products, and entries for the traces and for the hermiticity of $\Pi_s$; that of $\Pi_t=1-\Pi_s$ follows.

```lean
/-- The operators `(1 - D) / 4` and `(3 + D) / 4` are Hermitian, idempotent, mutually
orthogonal and sum to the identity; their traces are 1 and 3. -/
theorem complementary_projectors :
    (singletProj.IsHermitian ∧ tripletProj.IsHermitian) ∧
    (singletProj * singletProj = singletProj ∧ tripletProj * tripletProj = tripletProj) ∧
    (singletProj * tripletProj = 0 ∧ singletProj + tripletProj = 1) ∧
    (singletProj.trace = 1 ∧ tripletProj.trace = 3) := by
  have hsum : singletProj + tripletProj = 1 := by
    simp only [singletProj, tripletProj]
    module
  have hS : singletProj.IsHermitian := by
    ext ⟨i, j⟩ ⟨k, l⟩
    fin_cases i <;> fin_cases j <;> fin_cases k <;> fin_cases l <;>
      simp [singletProj, coupling_eq, exchange, Matrix.conjTranspose_apply]
  have hT : tripletProj.IsHermitian := by
    rw [eq_sub_of_add_eq' hsum]
    exact Matrix.isHermitian_one.sub hS
  refine ⟨⟨hS, hT⟩, ⟨?_, ?_⟩, ⟨?_, hsum⟩, ?_, ?_⟩
  -- the three products reduce to the quadratic relation for the coupling
  iterate 3
    · simp only [singletProj, tripletProj, sub_mul, mul_sub, add_mul, mul_add,
        smul_mul_assoc, mul_smul_comm, coupling_sq, mul_one, one_mul]
      module
  all_goals
    simp [singletProj, tripletProj, coupling_eq, exchange, Matrix.trace,
      Fintype.sum_prod_type, Fin.sum_univ_two]
  all_goals norm_num
```

**Q:** Trace 1 does not tell me that the state is the singlet.

**A:** That is a separate theorem. Since $\Pi_s=(1-P)/2$, it annihilates $|\uparrow\uparrow\rangle$ and $|\downarrow\downarrow\rangle$, and on $|\uparrow\downarrow\rangle,|\downarrow\uparrow\rangle$ it is
$$\frac12\begin{pmatrix}1&-1\\-1&1\end{pmatrix}=|s\rangle\langle s|,\qquad |s\rangle=\frac{|\uparrow\downarrow\rangle-|\downarrow\uparrow\rangle}{\sqrt2}.$$
`vecMulVec singlet (star singlet)` is this outer product. The proof reduces $(1/\sqrt2)^2$ to $1/2$ and compares entries. Its trace is $\langle s|s\rangle$, so the normalisation follows from $\operatorname{tr}\Pi_s=1$.

```lean
/-- The operator `(1 - D) / 4` is the outer product `|s⟩⟨s|` of the singlet with itself. -/
theorem singletProj_eq : singletProj = vecMulVec singlet (star singlet) := by
  have h : ((Real.sqrt 2 : ℝ) : ℂ)⁻¹ * ((Real.sqrt 2 : ℝ) : ℂ)⁻¹ = 1 / 2 := by
    rw [← mul_inv, ← Complex.ofReal_mul, Real.mul_self_sqrt (by norm_num)]
    norm_num
  -- the amplitudes are real
  have hstar : star singlet = singlet := by
    ext ⟨i, j⟩
    fin_cases i <;> fin_cases j <;> simp [singlet, antisym]
  ext ⟨i, j⟩ ⟨k, l⟩
  have e : vecMulVec singlet singlet (i, j) (k, l)
      = (1 / 2) * (antisym i j * antisym k l) := by
    simp only [vecMulVec_apply, singlet]
    linear_combination (antisym i j * antisym k l) * h
  rw [hstar, e]
  fin_cases i <;> fin_cases j <;> fin_cases k <;> fin_cases l <;>
    simp [singletProj, coupling_eq, exchange, antisym] <;> norm_num

/-- The singlet state has norm one. -/
theorem singlet_normalised : star singlet ⬝ᵥ singlet = 1 := by
  rw [dotProduct_comm, ← Matrix.trace_vecMulVec, ← singletProj_eq]
  exact complementary_projectors.2.2.2.1
```

**Q:** What identifies the other three states as the triplet?

**A:** Two facts. First, $\Pi_t=(1+P)/2$ averages a state with its exchanged copy, so $\Pi_t\psi=\psi$ holds exactly when $\psi(i,j)=\psi(j,i)$. Lean proves the averaging formula, then each direction by `linear_combination`.

```lean
/-- A state is left unchanged by `(3 + D) / 4` exactly when it is symmetric under
interchange of the two spins. -/
theorem tripletProj_fixes_iff (ψ : Fin 2 × Fin 2 → ℂ) :
    tripletProj *ᵥ ψ = ψ ↔ ∀ i j, ψ (i, j) = ψ (j, i) := by
  -- the projector averages a state with its exchanged copy
  have hP : tripletProj = (1 / 2 : ℂ) • (1 + exchange) := by
    rw [tripletProj, coupling_eq]
    module
  have h : ∀ p, (tripletProj *ᵥ ψ) p = (ψ p + ψ (p.2, p.1)) / 2 := by
    intro p
    rw [hP]
    simp only [Matrix.smul_mulVec, Matrix.add_mulVec, Matrix.one_mulVec, Pi.smul_apply,
      Pi.add_apply, exchange_mulVec, smul_eq_mul]
    ring
  constructor
  · intro hψ i j
    have h1 := h (i, j)
    rw [hψ] at h1
    linear_combination 2 * h1
  · intro hψ
    ext ⟨i, j⟩
    rw [h]
    linear_combination (-1 / 2 : ℂ) * hψ i j
```

Second, $\sigma_a^2=1$ gives
$$S_a^2=\tfrac14(2+2\,\sigma_a\otimes\sigma_a)=\tfrac12(1+\sigma_a\otimes\sigma_a),$$
$$\sum_aS_a^2=\tfrac12(3+D)=2\Pi_t.$$
The value is $S(S+1)=2$ on symmetric states and 0 on the singlet. In the proof, `hp` is $\sigma_a^2=1$ and `h` is the formula for one component.

```lean
/-- The squared total spin of the pair, in units of ħ², is twice `(3 + D) / 4`. -/
theorem totalSpin_sq : ∑ a, totalSpin a * totalSpin a = (2 : ℂ) • tripletProj := by
  have hp : ∀ a, pauli a * pauli a = 1 := by
    intro a
    ext i j
    fin_cases a <;> fin_cases i <;> fin_cases j <;>
      simp [pauli, Matrix.mul_apply, Fin.sum_univ_two]
  -- each component contributes a constant and one term of the coupling
  have h : ∀ a, totalSpin a * totalSpin a = (1 / 2 : ℂ) • (1 + pauli a ⊗ₖ pauli a) := by
    intro a
    simp only [totalSpin, smul_mul_assoc, mul_smul_comm, add_mul, mul_add,
      ← Matrix.mul_kronecker_mul, hp, one_mul, mul_one, Matrix.one_kronecker_one]
    module
  simp only [h, tripletProj, coupling, Fin.sum_univ_three]
  module

end

end TwoCoupledSpins
```
```lean
#print axioms TwoCoupledSpins.half_one_add_coupling
#print axioms TwoCoupledSpins.singlet_normalised
#print axioms TwoCoupledSpins.tripletProj_fixes_iff
#print axioms TwoCoupledSpins.totalSpin_sq
```

```
'TwoCoupledSpins.half_one_add_coupling' depends on axioms: [propext, Classical.choice, Quot.sound]
'TwoCoupledSpins.singlet_normalised' depends on axioms: [propext, Classical.choice, Quot.sound]
'TwoCoupledSpins.tripletProj_fixes_iff' depends on axioms: [propext, Classical.choice, Quot.sound]
'TwoCoupledSpins.totalSpin_sq' depends on axioms: [propext, Classical.choice, Quot.sound]
```

**Q:** Would an abstract tensor product have been more faithful?

**A:** It would make the exchange a canonical map $u\otimes v\mapsto v\otimes u$, with no basis chosen. The physics would be the same, but comparing entries would first require a basis. Either way, your level splitting follows by reading $D$ as $1$ on the triplet and $-3$ on the singlet: the energies are $J/4$ and $-3J/4$, a step taken here by hand, since the file contains no Hamiltonian.
